# For an even kernel, the total mesh force integrates to zero over one grid cell

Place finitely many charges on a periodic one-dimensional grid by means of a continuously differentiable weight with the period of the grid, and let them interact through an even kernel between grid points. The force on each charge is interpolated from the mesh potential with the gradient of the weight, and F(t) is the total force when all the charges are displaced together by t. Over a displacement by one mesh spacing, it integrates to zero:

∫ₛˢ⁺¹ F(t) dt = 0 for every real s.

The force itself need not vanish at each t. In particle–mesh simulations, forces obtained by differentiating a mesh energy can leave a net force on the whole system; in this one-dimensional model that net force averages out over a rigid displacement by one cell. This says nothing about the average along a dynamical trajectory, where particles can also move relative to one another and the common displacement need not proceed at a constant rate.

## Charges, grid and weight

The grid has N ≥ 1 points, labelled by `ZMod N`, so that the labels wrap around. Lengths are measured in mesh spacings. The particles are labelled by a finite type `ι`; particle a has real charge q_a and sits at x_a + t, where t is the common displacement.

```lean
import Mathlib

open scoped Real

namespace MeanMeshForce

noncomputable section

variable {N : ℕ} [NeZero N] {ι : Type*} [Fintype ι]
```

A weight function W spreads each particle over the grid. The charge at point j is

Q_j(t) = ∑_a q_a W(x_a + t − j).

Inside W the label j has to be a real number, and `j.val` supplies its representative among 0, …, N−1. Once W has period N, any other representative would give the same charge.

```lean
/-- Charge assigned to grid point `j` when all particles are displaced by `t`. -/
def meshCharge (q x : ι → ℝ) (W : ℝ → ℝ) (t : ℝ) (j : ZMod N) : ℝ :=
  ∑ a, q a * W (x a + t - (j.val : ℝ))
```

Differentiating under the finite sum suggests the charge rate

R_j(t) = ∑_a q_a W′(x_a + t − j).

Here it is only a definition; that it is the derivative of Q_j is proved below.

```lean
/-- The formula for the mesh charge at `j` with `W` replaced by `deriv W`. -/
def chargeRate (q x : ι → ℝ) (W : ℝ → ℝ) (t : ℝ) (j : ZMod N) : ℝ :=
  ∑ a, q a * deriv W (x a + t - (j.val : ℝ))
```

## Potential, energy and force

The kernel K gives the potential at j due to a unit charge at l as K(j − l), so the potential is a convolution on the grid:

Φ_j(t) = ∑_l K(j − l) Q_l(t).

```lean
/-- Potential on the grid: the mesh charge convolved with the kernel `K`. -/
def meshPotential (K : ZMod N → ℝ) (q x : ι → ℝ) (W : ℝ → ℝ) (t : ℝ) (j : ZMod N) : ℝ :=
  ∑ l, K (j - l) * meshCharge q x W t l
```

The energy is half the sum of charge times potential:

E(t) = ½ ∑_j Q_j(t) Φ_j(t).

Both sums use the total mesh charge, so a particle's own contribution is not removed and it can interact with itself, through terms with j = l as well as j ≠ l.

```lean
/-- Mesh energy: half the sum of mesh charge times mesh potential. -/
def meshEnergy (K : ZMod N → ℝ) (q x : ι → ℝ) (W : ℝ → ℝ) (t : ℝ) : ℝ :=
  1 / 2 * ∑ j, meshCharge q x W t j * meshPotential K q x W t j
```

The force on particle a is interpolated from the potential with the gradient of the weight:

F_a(t) = −q_a ∑_j W′(x_a + t − j) Φ_j(t).

This definition does not refer to E, so the relation between force and energy remains to be proved.

```lean
/-- Force on particle `a`, interpolated from the mesh potential with the gradient of `W`. -/
def particleForce (K : ZMod N → ℝ) (q x : ι → ℝ) (W : ℝ → ℝ) (t : ℝ) (a : ι) : ℝ :=
  -(q a * ∑ j : ZMod N, deriv W (x a + t - (j.val : ℝ)) * meshPotential K q x W t j)
```

The total force is F(t) = ∑_a F_a(t).

```lean
/-- Total force: the sum of the forces on all particles. -/
def totalForce (K : ZMod N → ℝ) (q x : ι → ℝ) (W : ℝ → ℝ) (t : ℝ) : ℝ :=
  ∑ a, particleForce K q x W t a
```

## Moving by one spacing relabels the grid

Suppose that W has period N, which is `Function.Periodic W (N : ℝ)` in Lean. The representative of j + 1 is that of j plus one, except at the last grid point, where it wraps to 0. In either case there is an integer m with

x_a + (t + 1) − (j + 1) = x_a + t − j + mN,

where j and j + 1 in brackets stand for their representatives. Periodicity removes mN, and summing over a gives

Q_{j+1}(t + 1) = Q_j(t).

The proof obtains m from a congruence modulo N, carries it over to the reals, and applies periodicity term by term.

```lean
/-- For a weight with the period of the grid, displacing all particles by one mesh spacing moves the
mesh charge by one grid point. -/
theorem meshCharge_shift (q x : ι → ℝ) {W : ℝ → ℝ} (hP : Function.Periodic W (N : ℝ))
    (t : ℝ) (j : ZMod N) :
    meshCharge q x W (t + 1) (j + 1) = meshCharge q x W t j := by
  -- the representatives of `j + 1` and `j` differ by one, up to a multiple of `N`
  have hmod : (((j + 1).val : ℤ) : ZMod N) = (((j.val : ℤ) + 1 : ℤ) : ZMod N) := by
    rw [Int.cast_natCast, Int.cast_add, Int.cast_natCast, Int.cast_one,
      ZMod.natCast_zmod_val, ZMod.natCast_zmod_val]
  obtain ⟨m, hm⟩ := (ZMod.intCast_eq_intCast_iff_dvd_sub _ _ _).1 hmod
  have hcast : ∀ (u v : ℕ) (m : ℤ), (v : ℤ) + 1 - u = N * m → (v : ℝ) + 1 - u = N * m :=
    fun u v m h => by exact_mod_cast h
  have hm' := hcast _ _ _ hm
  unfold meshCharge
  refine Finset.sum_congr rfl fun a _ => ?_
  have harg : x a + (t + 1) - ((j + 1).val : ℝ) = (x a + t - (j.val : ℝ)) + m * N := by
    linear_combination hm'
  rw [harg, (hP.int_mul m) (x a + t - (j.val : ℝ))]
```

The potential moves along with the charge. Replacing the summation label l by l + 1 gives

Φ_{j+1}(t + 1) = ∑_l K((j + 1) − (l + 1)) Q_{l+1}(t + 1) = ∑_l K(j − l) Q_l(t) = Φ_j(t).

The same relabelling of j in the energy yields

E(t + 1) = ½ ∑_j Q_{j+1}(t + 1) Φ_{j+1}(t + 1) = E(t).

In the code, `Equiv.sum_comp` with `Equiv.addRight 1` performs both relabellings. No symmetry of K is used.

```lean
/-- For a weight with the period of the grid, the mesh energy is periodic in the common
displacement, with period one mesh spacing. -/
theorem meshEnergy_periodic (K : ZMod N → ℝ) (q x : ι → ℝ) {W : ℝ → ℝ}
    (hP : Function.Periodic W (N : ℝ)) : Function.Periodic (meshEnergy K q x W) 1 := by
  intro t
  -- the potential moves along with the charge
  have hpot : ∀ j : ZMod N,
      meshPotential K q x W (t + 1) (j + 1) = meshPotential K q x W t j := by
    intro j
    unfold meshPotential
    refine (Equiv.sum_comp (Equiv.addRight (1 : ZMod N))
      (fun l => K (j + 1 - l) * meshCharge q x W (t + 1) l)).symm.trans ?_
    refine Finset.sum_congr rfl fun l _ => ?_
    simp only [Equiv.coe_addRight, add_sub_add_right_eq_sub, meshCharge_shift q x hP]
  unfold meshEnergy
  congr 1
  refine (Equiv.sum_comp (Equiv.addRight (1 : ZMod N))
    (fun j => meshCharge q x W (t + 1) j * meshPotential K q x W (t + 1) j)).symm.trans ?_
  refine Finset.sum_congr rfl fun j _ => ?_
  simp only [Equiv.coe_addRight, hpot, meshCharge_shift q x hP]
```

## Evenness turns the force into an energy gradient

Summing the particle forces and exchanging the two finite sums gives

F(t) = −∑_j (∑_a q_a W′(x_a + t − j)) Φ_j(t) = −∑_j R_j(t) Φ_j(t).

```lean
/-- The total force is minus the sum over the grid of charge rate times potential. -/
theorem totalForce_eq (K : ZMod N → ℝ) (q x : ι → ℝ) (W : ℝ → ℝ) (t : ℝ) :
    totalForce K q x W t = -∑ j, chargeRate q x W t j * meshPotential K q x W t j := by
  simp only [totalForce, particleForce, chargeRate, Finset.sum_neg_distrib,
    Finset.mul_sum, Finset.sum_mul]
  rw [Finset.sum_comm]
  simp only [mul_assoc]
```

Now let W be differentiable. The chain rule gives Q_j′ = R_j, and hence Φ_j′ = ∑_l K(j − l) R_l. By the product rule,

E′ = ½ ∑_j R_j Φ_j + ½ ∑_j Q_j ∑_l K(j − l) R_l.

Suppose further that K(−d) = K(d) for all d. Physically, this is reciprocity: a unit charge at l produces the same potential at j as a unit charge at j produces at l. The second double sum then becomes

∑_l R_l ∑_j K(l − j) Q_j = ∑_l R_l Φ_l,

which equals the first, so

E′ = ∑_j R_j Φ_j = −F.

The intermediate facts `hQ`, `hV` and `hE` are the three derivatives, and `hsym` is the exchange of sums that uses evenness.

```lean
/-- For an even kernel and a differentiable weight, the derivative of the mesh energy with respect
to a common displacement is minus the total force. -/
theorem hasDerivAt_meshEnergy {K : ZMod N → ℝ} (hK : ∀ d, K (-d) = K d) (q x : ι → ℝ)
    {W : ℝ → ℝ} (hW : Differentiable ℝ W) (t : ℝ) :
    HasDerivAt (meshEnergy K q x W) (-totalForce K q x W t) t := by
  have hQ : ∀ j : ZMod N,
      HasDerivAt (fun s => meshCharge q x W s j) (chargeRate q x W t j) t := by
    intro j
    unfold meshCharge chargeRate
    refine HasDerivAt.fun_sum fun a _ => ?_
    have h := (hW (x a + t - (j.val : ℝ))).hasDerivAt
    have hin : HasDerivAt (fun s : ℝ => x a + s - (j.val : ℝ)) 1 t :=
      ((hasDerivAt_id' t).const_add (x a)).sub_const _
    exact ((HasDerivAt.comp t h hin).const_mul (q a)).congr_deriv (by ring)
  have hV : ∀ j : ZMod N, HasDerivAt (fun s => meshPotential K q x W s j)
      (∑ l, K (j - l) * chargeRate q x W t l) t := by
    intro j
    unfold meshPotential
    exact HasDerivAt.fun_sum fun l _ => (hQ l).const_mul _
  have hE : HasDerivAt (meshEnergy K q x W)
      (1 / 2 * ∑ j, (chargeRate q x W t j * meshPotential K q x W t j
        + meshCharge q x W t j * ∑ l, K (j - l) * chargeRate q x W t l)) t :=
    (HasDerivAt.fun_sum fun (j : ZMod N) _ => (hQ j).fun_mul (hV j)).const_mul (1 / 2 : ℝ)
  -- evenness of the kernel makes the two halves of the product rule equal
  have hsym : ∑ j, meshCharge q x W t j * ∑ l, K (j - l) * chargeRate q x W t l
      = ∑ j, chargeRate q x W t j * meshPotential K q x W t j := by
    simp only [meshPotential, Finset.mul_sum]
    rw [Finset.sum_comm]
    refine Finset.sum_congr rfl fun l _ => Finset.sum_congr rfl fun j _ => ?_
    rw [← hK (l - j), neg_sub]
    ring
  refine hE.congr_deriv ?_
  rw [totalForce_eq, Finset.sum_add_distrib, hsym]
  ring
```

## The integral over a cell

With F = −E′ and E of period 1, the fundamental theorem of calculus gives

∫ₛˢ⁺¹ F(t) dt = E(s) − E(s + 1) = 0.

The theorem takes three conditions: `hK` is evenness, `hW : ContDiff ℝ 1 W` says that W is continuously differentiable, and `hP` is periodicity. Continuity of W′ makes F continuous, hence integrable. A periodised quadratic B-spline is smooth enough, whereas a piecewise linear weight with kinks is not. The starting point s is arbitrary, and so are the charges and positions; in particular, the system need not be neutral.

```lean
/-- For an even kernel and a continuously differentiable weight with the period of the grid, the
total force integrates to zero over any displacement by one mesh cell. -/
theorem integral_totalForce_eq_zero {K : ZMod N → ℝ} (hK : ∀ d, K (-d) = K d) (q x : ι → ℝ)
    {W : ℝ → ℝ} (hW : ContDiff ℝ 1 W) (hP : Function.Periodic W (N : ℝ)) (s : ℝ) :
    ∫ t in s..(s + 1), totalForce K q x W t = 0 := by
  have hd : Differentiable ℝ W := hW.differentiable (by simp)
  have hW0 : Continuous W := hW.continuous
  have hW1 : Continuous (deriv W) := hW.continuous_deriv (by simp)
  have hcont : Continuous fun t => -totalForce K q x W t := by
    simp only [totalForce, particleForce, meshPotential, meshCharge]
    fun_prop
  -- the integral of the force is an energy difference across one period
  have h := intervalIntegral.integral_eq_sub_of_hasDerivAt (a := s) (b := s + 1)
    (fun t _ => hasDerivAt_meshEnergy hK q x hd t) (hcont.intervalIntegrable s (s + 1))
  rw [intervalIntegral.integral_neg, meshEnergy_periodic K q x hP s, sub_self] at h
  exact neg_eq_zero.mp h
```

Since E takes equal values at s and s + 1, Rolle's theorem also gives a point strictly between them where E′, and with it F, vanishes. Here differentiability of W is enough.

```lean
/-- For an even kernel and a differentiable weight with the period of the grid, the total force
vanishes at some displacement strictly between `s` and `s + 1`. -/
theorem exists_totalForce_eq_zero {K : ZMod N → ℝ} (hK : ∀ d, K (-d) = K d) (q x : ι → ℝ)
    {W : ℝ → ℝ} (hW : Differentiable ℝ W) (hP : Function.Periodic W (N : ℝ)) (s : ℝ) :
    ∃ t ∈ Set.Ioo s (s + 1), totalForce K q x W t = 0 := by
  have hE := hasDerivAt_meshEnergy hK q x hW
  obtain ⟨t, ht, h0⟩ := exists_hasDerivAt_eq_zero (lt_add_one s)
    (fun t _ => (hE t).continuousAt.continuousWithinAt)
    (meshEnergy_periodic K q x hP s).symm (fun t _ => hE t)
  exact ⟨t, ht, neg_eq_zero.mp h0⟩
```

## One charge on two grid points

The two examples use cosine weights, chosen for easy calculation. Their values sum to zero over the grid, so they do not conserve the particle's charge as a realistic weight would. Adding the constant 1/N to the weight would make the sum one and would leave the forces in both examples unchanged. The slopes follow from

d/ds cos(ks) = −k sin(ks).

```lean
/-- Derivative of a cosine weight of wave number `k`. -/
theorem deriv_cos_weight (k s : ℝ) :
    deriv (fun u : ℝ => Real.cos (k * u)) s = -(k * Real.sin (k * s)) := by
  have h := ((hasDerivAt_id' s).const_mul k).cos
  rw [h.deriv]
  ring
```

Take N = 2, one unit charge at x = 0, W(u) = cos(πu), and the on-site kernel K(0) = 1, K(1) = 0. Then Φ_j = Q_j, and

Q_0 = cos(πt), Q_1 = cos(πt − π) = −cos(πt).

The slopes of the weight are W′(t) = −π sin(πt) and W′(t − 1) = π sin(πt), so

F(t) = −[−π sin(πt) cos(πt) − π sin(πt) cos(πt)] = 2π sin(πt) cos(πt) = π sin(2πt).

At t = 1/4 the charges are Q_0 = √2/2 and Q_1 = −√2/2, the slopes are −π√2/2 and π√2/2, and the force is −(−π/2 − π/2) = π. At t = 3/4 it is −π. A single particle is thus pushed by its own mesh charge, with a force that averages to zero over the cell but not at each point.

The proof expands the right-hand side by the double-angle formula, writes out the sum over both grid points, and inserts the shifts by π; `ring` then closes the goal.

```lean
/-- One unit charge on two grid points, with a cosine weight and an on-site even kernel, feels
the total force `π sin (2πt)`. -/
theorem totalForce_two_points (t : ℝ) :
    totalForce (fun d : ZMod 2 => if d = 0 then 1 else 0) (fun _ : Unit => 1) (fun _ => 0)
      (fun u => Real.cos (π * u)) t = π * Real.sin (2 * π * t) := by
  have hs : ∀ f : ZMod 2 → ℝ, ∑ j, f j = f 0 + f 1 := fun f => Fin.sum_univ_two f
  have v0 : (0 : ZMod 2).val = 0 := rfl
  have v1 : (1 : ZMod 2).val = 1 := rfl
  have c1 : Real.cos (π * (t - 1)) = -Real.cos (π * t) := by
    rw [show π * (t - 1) = π * t - π by ring, Real.cos_sub_pi]
  have s1 : Real.sin (π * (t - 1)) = -Real.sin (π * t) := by
    rw [show π * (t - 1) = π * t - π by ring, Real.sin_sub_pi]
  rw [show 2 * π * t = 2 * (π * t) by ring, Real.sin_two_mul]
  simp (decide := true) only [totalForce, particleForce, meshPotential, meshCharge, hs,
    deriv_cos_weight, v0, v1, Finset.univ_unique, Finset.sum_singleton, if_true, if_false,
    Nat.cast_zero, Nat.cast_one]
  simp only [zero_add, sub_zero, c1, s1]
  ring
```

## An odd kernel can give a constant force

Without evenness the conclusion can fail. The kernel below violates reciprocity, so it serves as a mathematical counterexample and not as a model of an electrostatic interaction. Take N = 4, one unit charge at x = 0, W(u) = cos(πu/2), and the odd kernel K(1) = 1, K(3) = −1, K(0) = K(2) = 0. Write c = cos(πt/2) and s = sin(πt/2), where s now denotes this sine. For j = 0, 1, 2, 3:

Q_j: c, s, −c, −s

Φ_j = Q_{j−1} − Q_{j+1}: −2s, 2c, 2s, −2c

W′(t − j): −(π/2)s, (π/2)c, (π/2)s, −(π/2)c

Each product W′(t − j) Φ_j is πs² or πc², and each of these occurs twice. Therefore

F(t) = −2π(s² + c²) = −2π,

and the integral over a cell is −2π instead of zero. The energy is still periodic; in fact ∑_j Q_j Φ_j = −2sc + 2sc − 2sc + 2sc = 0, so E is identically zero. What breaks is the identity F = −E′.

The Lean proof follows the same table, with `e1`, `e2` and `e3` rewriting the arguments as quarter-period shifts, and closes with sin² + cos² = 1.

```lean
/-- One unit charge on four grid points, with a cosine weight and an odd kernel, feels the
constant total force `-2π`. -/
theorem totalForce_odd_kernel (t : ℝ) :
    totalForce (fun d : ZMod 4 => if d = 1 then 1 else if d = 3 then -1 else 0)
      (fun _ : Unit => 1) (fun _ => 0) (fun u => Real.cos (π / 2 * u)) t = -(2 * π) := by
  have hs : ∀ f : ZMod 4 → ℝ, ∑ j, f j = f 0 + f 1 + f 2 + f 3 :=
    fun f => Fin.sum_univ_four f
  have v0 : (0 : ZMod 4).val = 0 := rfl
  have v1 : (1 : ZMod 4).val = 1 := rfl
  have v2 : (2 : ZMod 4).val = 2 := rfl
  have v3 : (3 : ZMod 4).val = 3 := rfl
  -- successive grid points see the wave a quarter period later
  have e1 : π / 2 * (t - 1) = π / 2 * t - π / 2 := by ring
  have e2 : π / 2 * (t - 2) = π / 2 * t - π := by ring
  have e3 : π / 2 * (t - 3) = π / 2 * t - π - π / 2 := by ring
  simp (decide := true) only [totalForce, particleForce, meshPotential, meshCharge, hs,
    deriv_cos_weight, v0, v1, v2, v3, Finset.univ_unique, Finset.sum_singleton, if_true,
    if_false, Nat.cast_zero, Nat.cast_one, Nat.cast_ofNat]
  simp only [zero_add, sub_zero, e1, e2, e3, Real.cos_sub_pi_div_two,
    Real.sin_sub_pi_div_two, Real.cos_sub_pi, Real.sin_sub_pi]
  linear_combination (-(2 * π)) * Real.sin_sq_add_cos_sq (π / 2 * t)

end

end MeanMeshForce
```

```lean
#print axioms MeanMeshForce.integral_totalForce_eq_zero
#print axioms MeanMeshForce.exists_totalForce_eq_zero
#print axioms MeanMeshForce.totalForce_two_points
#print axioms MeanMeshForce.totalForce_odd_kernel
```

```
'MeanMeshForce.integral_totalForce_eq_zero' depends on axioms: [propext, Classical.choice, Quot.sound]
'MeanMeshForce.exists_totalForce_eq_zero' depends on axioms: [propext, Classical.choice, Quot.sound]
'MeanMeshForce.totalForce_two_points' depends on axioms: [propext, Classical.choice, Quot.sound]
'MeanMeshForce.totalForce_odd_kernel' depends on axioms: [propext, Classical.choice, Quot.sound]
```
